# Charge-conjugation symmetry makes the vacuum density on a finite grid odd in the potential

Take a single level of energy $t>0$, shifted to $t+v$ by a potential $v$. Define the vacuum density as half the weight of the negative-energy states minus half the weight of the positive-energy ones. It equals $-1/2$ for every $|v|<t$, so this vacuum is charged even with no potential present, and reversing $v$ does not reverse the density.

A Dirac-like Hamiltonian avoids this if a charge conjugation maps its free part $T$ to $-T$ and acts locally on each site. The density then changes sign with the potential, and any convergent expansion in the potential strength has only odd orders.

## Matrices, sites and the vacuum density

```lean
import Mathlib

open Matrix

namespace VacuumPolarisationParity

noncomputable section

variable {n X : Type*} [Fintype n] [DecidableEq n] [Fintype X]
```

The type `n` labels the one-particle basis states and `X` labels the grid sites. Both are finite.

```lean
/-- Entrywise complex conjugation of a matrix. -/
def conjM : Matrix n n ℂ →+* Matrix n n ℂ := (starRingEnd ℂ).mapMatrix
```

`conjM A` is the entrywise complex conjugate $A^*$, without transposition. The adjoint $A^\dagger$ is written `Aᴴ`. The arrow `→+*` says that conjugation respects sums and products.

```lean
/-- The sign of a Hermitian matrix: each eigenvalue is replaced by its sign, and zero stays zero. -/
def signMatrix {H : Matrix n n ℂ} (_hH : H.IsHermitian) : Matrix n n ℂ := cfc Real.sign H
```

For a Hermitian $H=\sum_i \varepsilon_i\,\psi_i\psi_i^\dagger$ with orthonormal $\psi_i$, this is $\operatorname{sign}H=\sum_i \operatorname{sgn}(\varepsilon_i)\,\psi_i\psi_i^\dagger$. Lean's `cfc` applies a function to the eigenvalues. Since $\operatorname{sgn}0=0$, zero modes contribute nothing, and no theorem below needs $H$ to be invertible.

```lean
/-- The vacuum density: the real part of `-tr(P sign H)/2` for the site operator `P`. -/
def vacuumDensity {H : Matrix n n ℂ} (hH : H.IsHermitian) (P : Matrix n n ℂ) : ℝ :=
  -(trace (P * signMatrix hH)).re / 2
```

The density seen by a site operator $P$ is $\rho=-\tfrac12\operatorname{Re}\operatorname{tr}(P\operatorname{sign}H)$. It is a number density; the charge density follows on multiplying by the particle's charge.

```lean
/-- The Hamiltonian `T + ∑ v_x P_x` of a particle in the grid potential `v`. -/
def hamiltonian (T : Matrix n n ℂ) (P : X → Matrix n n ℂ) (v : X → ℝ) : Matrix n n ℂ :=
  T + ∑ x, (v x : ℂ) • P x
```

The Hamiltonian is $H[v]=T+\sum_x v_xP_x$ with real $v_x$. For site projectors, $v_x$ is the potential energy of a particle at site $x$ in a static electric field. There is no vector potential and no interaction between particles.

## What the symmetry requires

```lean
/-- The site operators are Hermitian and have real entries. -/
structure IsRealSites (P : X → Matrix n n ℂ) : Prop where
  herm : ∀ x, (P x).IsHermitian
  real : ∀ x, conjM (P x) = P x
```

Each $P_x$ is Hermitian with real entries. Site projectors are the intended case, but $P_x^2=P_x$ is never required.

```lean
/-- `U` is unitary, turns `conj T` into `-T`, and commutes with every site operator. -/
structure IsChargeConjugation (U T : Matrix n n ℂ) (P : X → Matrix n n ℂ) : Prop where
  unitary : U ∈ unitaryGroup n ℂ
  flips : U * conjM T * Uᴴ = -T
  site_comm : ∀ x, U * P x = P x * U
```

The charge conjugation is $\psi\mapsto U\psi^*$. Its three conditions are that $U$ is unitary, that $UT^*U^\dagger=-T$, and that $UP_x=P_xU$. The second pairs each free level $\varepsilon$ with a level $-\varepsilon$; the third says that $U$ does not move weight between sites.

```lean
/-- The map `A ↦ U conj(A) U†` for unitary `U`, which respects sums, products and adjoints. -/
def conjugation (U : Matrix n n ℂ) (hU : U ∈ unitaryGroup n ℂ) :
    Matrix n n ℂ →⋆ₐ[ℝ] Matrix n n ℂ where
  toFun A := U * conjM A * Uᴴ
  map_one' := by
    rw [map_one, mul_one]
    exact mem_unitaryGroup_iff.mp hU
  map_mul' A B := by
    have h : Uᴴ * U = 1 := mem_unitaryGroup_iff'.mp hU
    change U * conjM (A * B) * Uᴴ = U * conjM A * Uᴴ * (U * conjM B * Uᴴ)
    calc _ = U * conjM A * (Uᴴ * U) * conjM B * Uᴴ := by
          rw [h, mul_one, map_mul]; simp only [mul_assoc]
      _ = _ := by simp only [mul_assoc]
  map_zero' := by rw [map_zero, mul_zero, zero_mul]
  map_add' A B := by
    change U * conjM (A + B) * Uᴴ = U * conjM A * Uᴴ + U * conjM B * Uᴴ
    rw [map_add, mul_add, add_mul]
  commutes' r := by
    have h : U * Uᴴ = 1 := mem_unitaryGroup_iff.mp hU
    have hr : conjM (algebraMap ℝ (Matrix n n ℂ) r) = algebraMap ℝ (Matrix n n ℂ) r := by
      ext i j
      by_cases hij : i = j <;> simp [conjM, algebraMap_matrix_apply, hij]
    change U * conjM (algebraMap ℝ (Matrix n n ℂ) r) * Uᴴ = _
    rw [hr, ← Algebra.commutes r U, mul_assoc, h, mul_one]
  map_star' A := by
    have h : conjM Aᴴ = (conjM A)ᴴ := by ext i j; rfl
    change U * conjM Aᴴ * Uᴴ = (U * conjM A * Uᴴ)ᴴ
    simp only [conjTranspose_mul, conjTranspose_conjTranspose, h, mul_assoc]
```

On matrices the symmetry acts as $\Phi(A)=UA^*U^\dagger$. The fields check that $\Phi$ preserves the identity, products, sums, real multiples and adjoints. For products, $U^\dagger U=1$ gives $UA^*B^*U^\dagger=(UA^*U^\dagger)(UB^*U^\dagger)$. The `ℝ` in the type is there because $\Phi$ conjugates complex scalars.

## How the sign matrix transforms

```lean
/-- For a Hermitian site operator the vacuum density is exactly `-tr(P sign H)/2`. -/
theorem vacuumDensity_eq_trace {H P : Matrix n n ℂ} (hH : H.IsHermitian) (hP : P.IsHermitian) :
    (vacuumDensity hH P : ℂ) = -trace (P * signMatrix hH) / 2 := by
  have hS : IsSelfAdjoint (cfc Real.sign H) := cfc_predicate _ _
  have hS' : (signMatrix hH)ᴴ = signMatrix hH := hS
  have hr : (starRingEnd ℂ) (trace (P * signMatrix hH)) = trace (P * signMatrix hH) := by
    rw [starRingEnd_apply, ← trace_conjTranspose, conjTranspose_mul, hS', hP.eq, trace_mul_comm]
  unfold vacuumDensity
  push_cast
  rw [Complex.conj_eq_iff_re.mp hr]
```

Taking the real part in the density discards nothing. With $S=\operatorname{sign}H$ and $P$ both Hermitian,
$$\operatorname{tr}(PS)^*=\operatorname{tr}\big((PS)^\dagger\big)=\operatorname{tr}(SP)=\operatorname{tr}(PS).$$
In the proof, `hr` is this chain.

```lean
/-- If `K = -U conj(H) U†` with `U` unitary, the sign matrices of the Hermitian matrices `H` and
`K` are related in the same way. -/
theorem signMatrix_conj {H K U : Matrix n n ℂ} (hH : H.IsHermitian) (hK : K.IsHermitian)
    (hU : U ∈ unitaryGroup n ℂ) (h : K = -(U * conjM H * Uᴴ)) :
    signMatrix hK = -(U * conjM (signMatrix hH) * Uᴴ) := by
  -- every function is continuous on a finite spectrum
  have hc : ∀ s : Set ℝ, s.Finite → ContinuousOn Real.sign s := fun s hs => by
    have := hs.to_subtype
    exact continuousOn_iff_continuous_domRestrict.mpr continuous_of_discreteTopology
  have hsa : IsSelfAdjoint H := hH
  have hφ : Continuous (conjugation U hU) := by
    change Continuous (fun A : Matrix n n ℂ => U * A.map (starRingEnd ℂ) * Uᴴ)
    exact (continuous_const.matrix_mul
      (continuous_id.matrix_map Complex.continuous_conj)).matrix_mul continuous_const
  have h1 := StarAlgHomClass.map_cfc (S := ℝ) (conjugation U hU) Real.sign H
    (hc _ Matrix.finite_real_spectrum) hφ hsa (hsa.map _)
  have h2 := cfc_comp_neg Real.sign (conjugation U hU H)
    (hc _ (Matrix.finite_real_spectrum.image _)) (hsa.map _)
  simp only [Real.sign_neg] at h2
  rw [cfc_neg, ← h1] at h2
  subst h
  exact h2.symm
```

If $K=-UH^*U^\dagger$, then $\operatorname{sign}K=-U(\operatorname{sign}H)^*U^\dagger$. By hand, let $H\psi_i=\varepsilon_i\psi_i$ and $\varphi_i=U\psi_i^*$. Then
$$K\varphi_i=-UH^*\psi_i^*=-U(H\psi_i)^*=-\varepsilon_i\varphi_i .$$
The $\varphi_i$ are again orthonormal, so
$$\operatorname{sign}K=-\sum_i\operatorname{sgn}(\varepsilon_i)\,\varphi_i\varphi_i^\dagger=-U(\operatorname{sign}H)^*U^\dagger .$$

Lean does this without eigenvectors. Step `h1` gives $\Phi(\operatorname{sign}H)=\operatorname{sign}\Phi(H)$, and `h2` uses the oddness of the sign function to get $\operatorname{sign}(-\Phi(H))=-\operatorname{sign}\Phi(H)$. The calculus asks for continuous functions; `hc` supplies this, because every function is continuous on a finite spectrum.

## Reversing the potential

```lean
/-- A Hermitian `T` with a real potential on real Hermitian site operators is Hermitian. -/
theorem hamiltonian_isHermitian {T : Matrix n n ℂ} {P : X → Matrix n n ℂ} (hT : T.IsHermitian)
    (hP : IsRealSites P) (v : X → ℝ) : (hamiltonian T P v).IsHermitian := by
  unfold hamiltonian Matrix.IsHermitian
  rw [conjTranspose_add, hT.eq, conjTranspose_sum]
  congr 1
  refine Finset.sum_congr rfl fun x _ => ?_
  rw [conjTranspose_smul, (hP.herm x).eq]
  congr 1
  exact Complex.conj_ofReal _
```

Since $T^\dagger=T$, $P_x^\dagger=P_x$ and $v_x$ is real, $H[v]^\dagger=H[v]$.

```lean
/-- For real site operators, charge conjugation maps the Hamiltonian in the potential `v` to
minus the Hamiltonian in the potential `-v`. -/
theorem hamiltonian_neg {T U : Matrix n n ℂ} {P : X → Matrix n n ℂ} (hP : IsRealSites P)
    (hC : IsChargeConjugation U T P) (v : X → ℝ) :
    hamiltonian T P (-v) = -(U * conjM (hamiltonian T P v) * Uᴴ) := by
  have hUU : U * Uᴴ = 1 := mem_unitaryGroup_iff.mp hC.unitary
  have hc : conjM (hamiltonian T P v) = conjM T + ∑ x, (v x : ℂ) • P x := by
    rw [hamiltonian, map_add, map_sum]
    congr 1
    refine Finset.sum_congr rfl fun x _ => ?_
    ext i j
    have hx : (starRingEnd ℂ) (P x i j) = P x i j := congrFun (congrFun (hP.real x) i) j
    change (starRingEnd ℂ) ((v x : ℂ) * P x i j) = (v x : ℂ) * P x i j
    rw [map_mul, Complex.conj_ofReal, hx]
  have hv : U * (∑ x, (v x : ℂ) • P x) = (∑ x, (v x : ℂ) • P x) * U := by
    rw [Finset.mul_sum, Finset.sum_mul]
    refine Finset.sum_congr rfl fun x _ => ?_
    rw [Matrix.mul_smul, Matrix.smul_mul, hC.site_comm x]
  have hneg : hamiltonian T P (-v) = T - ∑ x, (v x : ℂ) • P x := by
    simp [hamiltonian, sub_eq_add_neg]
  rw [hneg, hc, mul_add, add_mul, hC.flips, hv, mul_assoc _ U, hUU, mul_one]
  abel
```

Write $V=\sum_xv_xP_x$. It is real (`hc`) and commutes with $U$ (`hv`), so
$$-U(T+V)^*U^\dagger=-UT^*U^\dagger-VUU^\dagger=T-V=H[-v].$$

```lean
/-- Furry's theorem on a grid: for a Hermitian `T` with a charge conjugation and real Hermitian
site operators, the vacuum density changes sign when the potential does. -/
theorem furry_vacuumDensity {T U : Matrix n n ℂ} {P : X → Matrix n n ℂ} (hT : T.IsHermitian)
    (hP : IsRealSites P) (hC : IsChargeConjugation U T P) (v : X → ℝ) (x : X) :
    vacuumDensity (hamiltonian_isHermitian hT hP (-v)) (P x)
      = -vacuumDensity (hamiltonian_isHermitian hT hP v) (P x) := by
  have hUU : Uᴴ * U = 1 := mem_unitaryGroup_iff'.mp hC.unitary
  have hS := signMatrix_conj (hamiltonian_isHermitian hT hP v)
    (hamiltonian_isHermitian hT hP (-v)) hC.unitary (hamiltonian_neg hP hC v)
  unfold vacuumDensity
  rw [hS]
  generalize signMatrix (hamiltonian_isHermitian hT hP v) = S
  have htr : trace (conjM (P x * S)) = (starRingEnd ℂ) (trace (P x * S)) :=
    (map_sum (starRingEnd ℂ) (fun i => (P x * S) i i) Finset.univ).symm
  -- locality of `U` and cyclicity remove `U` from the trace
  have ht : trace (P x * -(U * conjM S * Uᴴ)) = -(starRingEnd ℂ) (trace (P x * S)) := by
    calc _ = -trace ((P x * U) * conjM S * Uᴴ) := by
          rw [mul_neg, trace_neg]; simp only [mul_assoc]
      _ = -trace (Uᴴ * (U * P x * conjM S)) := by rw [← hC.site_comm x, trace_mul_comm]
      _ = -trace ((Uᴴ * U) * (P x * conjM S)) := by simp only [mul_assoc]
      _ = _ := by rw [hUU, one_mul, ← htr, map_mul, hP.real x]
  rw [ht, Complex.neg_re, Complex.conj_re]
  ring
```

This is the main result: $\rho_x[-v]=-\rho_x[v]$ at every site and for every real $v$, however strong. Let $S=\operatorname{sign}H[v]$. Together, `hamiltonian_neg` and `signMatrix_conj` give $\operatorname{sign}H[-v]=-US^*U^\dagger$, and therefore
$$\begin{aligned}
\operatorname{tr}(P_x\operatorname{sign}H[-v])&=-\operatorname{tr}(P_xUS^*U^\dagger)\\
&=-\operatorname{tr}(U^\dagger UP_xS^*)\\
&=-\operatorname{tr}(P_xS^*)=-\operatorname{tr}(P_xS)^* .
\end{aligned}$$
The second line uses locality and cyclicity, the third $U^\dagger U=1$ and the reality of $P_x$. The `calc` block follows these lines. Taking real parts and multiplying by $-\tfrac12$ finishes the argument.

Furry's theorem in quantum electrodynamics concerns closed fermion loops with an odd number of photon vertices. The statement here is its static analogue for finite matrices in an external potential, with no quantised photons, continuum limit or renormalisation.

```lean
/-- Under the same symmetry, if the vacuum density in the potential `g v` is a convergent power
series in the coupling `g` near zero, all its even-order coefficients vanish. -/
theorem even_order_vanishes {T U : Matrix n n ℂ} {P : X → Matrix n n ℂ} (hT : T.IsHermitian)
    (hP : IsRealSites P) (hC : IsChargeConjugation U T P) (v : X → ℝ) (x : X)
    (a : ℕ → ℝ) {r : ℝ} (hr : 0 < r)
    (ha : ∀ g : ℝ, |g| < r → HasSum (fun k => a k * g ^ k)
      (vacuumDensity (hamiltonian_isHermitian hT hP (g • v)) (P x))) (k : ℕ) :
    a (2 * k) = 0 := by
  -- the series at `g` and `-g` add up to zero
  have hsum : ∀ g : ℝ, |g| < r → HasSum (fun k => g ^ k * (a k * (1 + (-1) ^ k))) 0 := by
    intro g hg
    have h2 := ha (-g) (by rwa [abs_neg])
    rw [neg_smul, furry_vacuumDensity hT hP hC] at h2
    have h3 := (ha g hg).add h2
    rw [add_neg_cancel] at h3
    convert h3 using 1
    funext j
    rw [neg_pow g j]
    ring
  have hp : HasFPowerSeriesAt (0 : ℝ → ℝ)
      (FormalMultilinearSeries.ofScalars ℝ (fun k => a k * (1 + (-1) ^ k))) 0 := by
    rw [hasFPowerSeriesAt_iff]
    filter_upwards [Metric.ball_mem_nhds (0 : ℝ) hr] with g hg
    have hg' : |g| < r := by simpa [Real.dist_eq] using hg
    simpa only [FormalMultilinearSeries.coeff_ofScalars, smul_eq_mul, Pi.zero_apply]
      using hsum g hg'
  have hc : (FormalMultilinearSeries.ofScalars ℝ
      (fun k => a k * (1 + (-1) ^ k))).coeff (2 * k) = 0 := by
    rw [hp.eq_zero]; rfl
  have h4 : a (2 * k) * (1 + (-1) ^ (2 * k)) = 0 := by
    simpa only [FormalMultilinearSeries.coeff_ofScalars] using hc
  rw [pow_mul, neg_one_sq, one_pow] at h4
  linarith
```

Suppose $\rho_x[gv]=\sum_k a_kg^k$ for all $|g|<r$, with $r>0$. Then $a_{2k}=0$ for every $k$, including $a_0$, the density without a potential. Adding the series at $g$ and $-g$ gives
$$\sum_k a_k\big(1+(-1)^k\big)g^k=\rho_x[gv]+\rho_x[-gv]=0 .$$
A power series that vanishes near zero has vanishing coefficients, and for even orders the bracket is $2$. In Lean, `hsum` is the added series and `hp.eq_zero` the uniqueness step.

Convergence is a hypothesis here. It stands for the physical condition that the density responds smoothly to a weak potential, which can fail when a level of $T$ sits exactly at zero.

For relativistic calculations on heavy elements, this means that in a finite, non-interacting model with this symmetry, a convergent expansion of the vacuum polarisation in the nuclear potential can contain only odd orders. A nonzero even-order term in such a calculation signals a broken symmetry or a numerical error.

## A lattice Dirac operator with the symmetry

```lean
/-- The lattice Dirac operator with mass `m` and real difference matrix `D`, in blocks of upper
and lower components. -/
def latticeDirac (D : Matrix n n ℝ) (m : ℝ) : Matrix (n ⊕ n) (n ⊕ n) ℂ :=
  fromBlocks ((m : ℂ) • 1) (Complex.I • D.map Complex.ofReal)
    (Complex.I • D.map Complex.ofReal) (-((m : ℂ) • 1))
```

This is a two-component model of the kind used in one space dimension, not the four-component operator of an atom. Here `n` labels the sites, and `n ⊕ n` gives each site an upper and a lower component:
$$T=\begin{pmatrix}m&iD\\ iD&-m\end{pmatrix},$$
with real mass $m$ and a real difference matrix $D$, in units where $\hbar=c=1$.

```lean
/-- The projector on both components at the site `x`. -/
def siteProjector (x : n) : Matrix (n ⊕ n) (n ⊕ n) ℂ :=
  fromBlocks (single x x 1) 0 0 (single x x 1)
```

The projector $P_x$ keeps both components at site $x$ and removes everything else.

```lean
/-- For an antisymmetric difference matrix the lattice Dirac operator is Hermitian, and swapping
upper and lower components gives its charge conjugation. -/
theorem latticeDirac_witness (D : Matrix n n ℝ) (hD : Dᵀ = -D) (m : ℝ) :
    (latticeDirac D m).IsHermitian ∧ IsRealSites (siteProjector (n := n)) ∧
      IsChargeConjugation (fromBlocks 0 1 1 0) (latticeDirac D m) (siteProjector (n := n)) := by
  have hD' : ∀ i j, D j i = -D i j := fun i j => congrFun (congrFun hD i) j
  have hct : (D.map Complex.ofReal)ᴴ = -D.map Complex.ofReal := by
    ext i j
    simp [hD' i j]
  have hconj : conjM (latticeDirac D m) = fromBlocks ((m : ℂ) • 1)
      (-(Complex.I • D.map Complex.ofReal)) (-(Complex.I • D.map Complex.ofReal))
      (-((m : ℂ) • 1)) := by
    ext (i | i) (j | j) <;> by_cases hij : i = j <;>
      simp [conjM, latticeDirac, one_apply, hij]
  refine ⟨?_, ⟨fun x => ?_, fun x => ?_⟩, ⟨?_, ?_, fun x => ?_⟩⟩
  · simp [Matrix.IsHermitian, latticeDirac, fromBlocks_conjTranspose, conjTranspose_smul, hct]
  · simp [Matrix.IsHermitian, siteProjector, fromBlocks_conjTranspose, conjTranspose_single]
  · ext (i | i) (j | j) <;> simp [conjM, siteProjector, single_apply, apply_ite]
  · rw [mem_unitaryGroup_iff, star_eq_conjTranspose]
    simp [fromBlocks_conjTranspose, fromBlocks_multiply]
  · rw [hconj]
    simp [latticeDirac, fromBlocks_conjTranspose, fromBlocks_multiply, fromBlocks_neg]
  · simp [siteProjector, fromBlocks_multiply]

end

end VacuumPolarisationParity
```

If $D^{\mathsf T}=-D$, as for a central difference on a periodic grid, every hypothesis of the main result holds. The matrix $iD$ is Hermitian, hence so is $T$. Let $U$ swap the upper and lower components. Conjugation flips the sign of $iD$ and the swap exchanges $m$ and $-m$:
$$UT^*U^\dagger=\begin{pmatrix}-m&-iD\\-iD&m\end{pmatrix}=-T .$$
The swap stays within each site, so it commutes with $P_x$. The proof checks these identities block by block.

```lean
#print axioms VacuumPolarisationParity.vacuumDensity_eq_trace
-- 'VacuumPolarisationParity.vacuumDensity_eq_trace' depends on axioms: [propext, Classical.choice, Quot.sound]
#print axioms VacuumPolarisationParity.furry_vacuumDensity
-- 'VacuumPolarisationParity.furry_vacuumDensity' depends on axioms: [propext, Classical.choice, Quot.sound]
#print axioms VacuumPolarisationParity.even_order_vanishes
-- 'VacuumPolarisationParity.even_order_vanishes' depends on axioms: [propext, Classical.choice, Quot.sound]
```
